# Per particle, the thermal upward hopping flux is exp(−βD) times the downward flux when both directions use the same hopping probability, a function of the upper-surface momentum

In a surface-hopping calculation, an accepted hop is usually followed by a rescaling of the nuclear momentum that conserves total energy, and an upward hop is refused if the kinetic energy is too small. For one momentum component, a gap D that is the same at every position, and thermal equilibrium within each surface at inverse temperature β, these rules give the flux relation in the title if both directions share one hopping probability that is a function of the upper-surface momentum.

## One hopping probability for both directions

Let p be the momentum on the lower surface, q the momentum on the upper surface and m the mass. Energy conservation links them:

p² = q² + 2mD

Particles arrive at a hopping point at a rate proportional to momentum times the Gaussian weight. Because the gap is the same at every position, both surfaces have the same thermal distribution of positions, and the normalisation factors are the same. With these factors omitted, the fluxes per particle on the starting surface are

upward: ∫ over p > √(2mD) of p w(√(p² − 2mD)) exp(−βp²/(2m)) dp

downward: ∫ over q > 0 of q w(q) exp(−βq²/(2m)) dq

Both directions use the same w, evaluated at the upper-surface momentum. This is a physical assumption placed in the definitions: in fewest-switches hopping, the probability also depends on the electronic amplitudes carried by each trajectory. If the upward hop used w(p) instead, a w that vanishes above the threshold but not below it could give a positive downward flux and no upward flux.

In Lean 4 with Mathlib:

```lean
import Mathlib

open MeasureTheory Set Filter

namespace SurfaceHopping

noncomputable section

variable {m β D C : ℝ} {w : ℝ → ℝ}

/-- Momentum after an upward hop across the gap `D`, for a particle of mass `m` that arrives
with momentum `p ≥ √(2mD)`. -/
def hopUp (m D p : ℝ) : ℝ := √(p ^ 2 - 2 * m * D)

/-- Momentum after a downward hop across the gap `D ≥ 0`, for a particle of mass `m > 0` that
arrives with momentum `q ≥ 0`. -/
def hopDown (m D q : ℝ) : ℝ := √(q ^ 2 + 2 * m * D)

/-- Thermal flux density at momentum `p`, up to normalisation, of particles of mass `m ≠ 0` that
hop with probability `h p`. -/
def thermalFlux (m β : ℝ) (h : ℝ → ℝ) (p : ℝ) : ℝ :=
  p * h p * Real.exp (-β * p ^ 2 / (2 * m))

/-- Upward hopping flux for `m > 0`, `D ≥ 0`: only momenta above `√(2mD)` contribute, and the
hopping probability `w` is evaluated at the momentum after the hop. -/
def upwardFlux (m β D : ℝ) (w : ℝ → ℝ) : ℝ :=
  ∫ p in Ioi (√(2 * m * D)), thermalFlux m β (fun p => w (hopUp m D p)) p

/-- Downward hopping flux for `m > 0`: all positive momenta contribute, with hopping
probability `w`. -/
def downwardFlux (m β : ℝ) (w : ℝ → ℝ) : ℝ :=
  ∫ q in Ioi (0 : ℝ), thermalFlux m β w q
```

## Positive mass and a nonnegative gap

The conditions m > 0 and D ≥ 0 say that kinetic energy is never negative and that the upper surface does not lie below the lower one. By hand, they make p = √(q² + 2mD) a smooth, increasing map from q > 0 onto p > √(2mD). Differentiating p² = q² + 2mD gives

dp/dq = q/p

The Gaussian splits:

exp(−βp²/(2m)) = exp(−βD) exp(−βq²/(2m))

Since √(p² − 2mD) = q, the factor p cancels:

p w(q) exp(−βp²/(2m)) · (q/p) = exp(−βD) · q w(q) exp(−βq²/(2m))

The lemmas follow these steps: energy conservation, inversion of the downward hop, its image, its derivative and the balance at each q. The conditions keep the square root's argument positive, as `hasDerivAt_hopDown` needs. In `thermalFlux_hopDown`, `hE` splits the Gaussian and `hc` cancels p.

For D < 0 and w = 1, the code's threshold is zero and both fluxes equal m/β, so the relation fails. For m < 0, with β > 0 and w = 1, the weight grows with momentum and the downward integral diverges.

```lean
/-- For `m > 0`, an upward hop from a momentum at or above the threshold conserves the total energy:
the kinetic energy drops by the gap `D`. -/
theorem hopUp_energy (hm : 0 < m) {p : ℝ} (hp : √(2 * m * D) ≤ p) :
    hopUp m D p ^ 2 / (2 * m) + D = p ^ 2 / (2 * m) := by
  have h : 2 * m * D ≤ p ^ 2 := (Real.sqrt_le_iff.1 hp).2
  have h2 : 2 * m ≠ 0 := by positivity
  unfold hopUp
  rw [Real.sq_sqrt (sub_nonneg.2 h), sub_div, mul_div_cancel_left₀ D h2, sub_add_cancel]

/-- For `m > 0` and `D ≥ 0`, a downward hop followed by an upward hop restores every
nonnegative momentum. -/
theorem hopUp_hopDown (hm : 0 < m) (hD : 0 ≤ D) {q : ℝ} (hq : 0 ≤ q) :
    hopUp m D (hopDown m D q) = q := by
  unfold hopUp hopDown
  rw [Real.sq_sqrt (by positivity), add_sub_cancel_right, Real.sqrt_sq hq]

/-- For `m > 0` and `D ≥ 0`, downward hops carry the positive momenta exactly onto the momenta
above the threshold `√(2mD)`. -/
theorem image_hopDown (hm : 0 < m) (hD : 0 ≤ D) :
    hopDown m D '' Ioi 0 = Ioi (√(2 * m * D)) := by
  ext p
  constructor
  · rintro ⟨q, hq, rfl⟩
    have hq' : 0 < q := hq
    show √(2 * m * D) < √(q ^ 2 + 2 * m * D)
    exact Real.sqrt_lt_sqrt (by positivity) (by linarith [pow_pos hq' 2])
  · intro hp
    have hp' : √(2 * m * D) < p := hp
    have h : 2 * m * D < p ^ 2 := Real.lt_sq_of_sqrt_lt hp'
    refine ⟨hopUp m D p, Real.sqrt_pos.2 (sub_pos.2 h), ?_⟩
    unfold hopUp hopDown
    rw [Real.sq_sqrt (sub_pos.2 h).le, sub_add_cancel,
      Real.sqrt_sq ((Real.sqrt_nonneg _).trans hp'.le)]

/-- For `m > 0`, `D ≥ 0` and `q > 0`, the momentum `p` after a downward hop from `q` has
derivative `dp/dq = q/p`. -/
theorem hasDerivAt_hopDown (hm : 0 < m) (hD : 0 ≤ D) {q : ℝ} (hq : 0 < q) :
    HasDerivAt (hopDown m D) (q / hopDown m D q) q := by
  have hpos : 0 < q ^ 2 + 2 * m * D := by positivity
  have h1 : HasDerivAt (fun x : ℝ => x ^ 2 + 2 * m * D) (2 * q) q :=
    ((hasDerivAt_pow 2 q).add_const (2 * m * D)).congr_deriv (by norm_num)
  exact (h1.sqrt hpos.ne').congr_deriv (mul_div_mul_left _ _ two_ne_zero)

/-- Balance momentum by momentum, for `m > 0`, `D ≥ 0` and `q > 0`: the upward flux density at the
momentum `p` reached by a downward hop from `q`, times the Jacobian `dp/dq`, is `exp(-βD)` times the
downward flux density at `q`. -/
theorem thermalFlux_hopDown (hm : 0 < m) (hD : 0 ≤ D) {q : ℝ} (hq : 0 < q) :
    q / hopDown m D q * thermalFlux m β (fun p => w (hopUp m D p)) (hopDown m D q)
      = Real.exp (-β * D) * thermalFlux m β w q := by
  have hP : 0 < hopDown m D q := Real.sqrt_pos.2 (by positivity)
  have hsq : hopDown m D q ^ 2 = q ^ 2 + 2 * m * D := Real.sq_sqrt (by positivity)
  have hgap : 2 * m * D / (2 * m) = D := mul_div_cancel_left₀ D (by positivity)
  -- the Gaussian weight splits off the Boltzmann factor of the gap
  have hE : Real.exp (-β * (q ^ 2 + 2 * m * D) / (2 * m))
      = Real.exp (-β * D) * Real.exp (-β * q ^ 2 / (2 * m)) := by
    rw [← Real.exp_add]
    congr 1
    linear_combination (-β) * hgap
  have hc : q / hopDown m D q * hopDown m D q = q := div_mul_cancel₀ q hP.ne'
  simp only [thermalFlux]
  rw [hopUp_hopDown hm hD hq.le, hsq, hE]
  linear_combination (w q * Real.exp (-β * D) * Real.exp (-β * q ^ 2 / (2 * m))) * hc
```

## Positive temperature and a bounded, measurable w

β > 0 means a positive, finite temperature. A probability is bounded by C = 1; the code allows any real-valued w with |w(q)| ≤ C for q > 0. By hand, these conditions give convergence:

|q w(q) exp(−βq²/(2m))| ≤ C q exp(−βq²/(2m))

The right side has integral Cm/β. `integrableOn_thermalFlux` makes this comparison with `Integrable.mono'`.

At β = 0 with w = 1, or for w(q) = exp(βq²/(2m)), the downward integral diverges. If w is the indicator of a non-measurable set of positive momenta, the integral is undefined. Continuity is not required: `AEStronglyMeasurable` asks only for measurability up to a null set.

A step function shows this. Take m = β = 1, D = 3/2, and w = 1 for q < 1 and 0 otherwise. Then q = 1 corresponds to p = 2, and

downward: 1 − exp(−1/2) ≈ 0.3935

upward: exp(−3/2) − exp(−2) ≈ 0.0878

The ratio is exp(−3/2) ≈ 0.223.

```lean
/-- For `m, β > 0` the downward flux integral converges if the hopping probability is measurable
and bounded on positive momenta. -/
theorem integrableOn_thermalFlux (hm : 0 < m) (hβ : 0 < β)
    (hw : AEStronglyMeasurable w (volume.restrict (Ioi 0))) (hb : ∀ q, 0 < q → |w q| ≤ C) :
    IntegrableOn (thermalFlux m β w) (Ioi 0) := by
  have hg : Integrable (fun p : ℝ => p * Real.exp (-β * p ^ 2 / (2 * m))) := by
    have h := integrable_mul_exp_neg_mul_sq (b := β / (2 * m)) (by positivity)
    refine h.congr (Eventually.of_forall fun p => ?_)
    have hx : -(β / (2 * m)) * p ^ 2 = -β * p ^ 2 / (2 * m) := by ring
    show p * Real.exp (-(β / (2 * m)) * p ^ 2) = p * Real.exp (-β * p ^ 2 / (2 * m))
    rw [hx]
  have hc : Continuous fun p : ℝ => Real.exp (-β * p ^ 2 / (2 * m)) := by fun_prop
  refine Integrable.mono' (hg.integrableOn.const_mul C)
    ((continuous_id.aestronglyMeasurable.mul hw).mul hc.aestronglyMeasurable)
    (ae_restrict_of_forall_mem measurableSet_Ioi fun p hp => ?_)
  have hp' : 0 < p := hp
  show |p * w p * Real.exp (-β * p ^ 2 / (2 * m))| ≤ C * (p * Real.exp (-β * p ^ 2 / (2 * m)))
  rw [abs_mul, abs_mul, abs_of_pos hp', abs_of_pos (Real.exp_pos _)]
  have h := mul_le_mul_of_nonneg_left (hb p hp')
    (mul_pos hp' (Real.exp_pos (-β * p ^ 2 / (2 * m)))).le
  linarith
```

`detailed_balance` states that both integrals converge and that the flux relation holds. Its proof obtains injectivity (`hinj`) from the inverse hop, puts the balance at each q into `key`, and changes variables once for convergence and once for the equality.

```lean
/-- Detailed balance in this model, where the hopping probability in both directions is the same
function of the upper-surface momentum: for `m, β > 0`, `D ≥ 0` and a hopping probability measurable
and bounded on positive momenta, both flux integrals converge and the upward flux is `exp(-βD)`
times the downward flux. -/
theorem detailed_balance (hm : 0 < m) (hβ : 0 < β) (hD : 0 ≤ D)
    (hw : AEStronglyMeasurable w (volume.restrict (Ioi 0))) (hb : ∀ q, 0 < q → |w q| ≤ C) :
    IntegrableOn (thermalFlux m β w) (Ioi 0) ∧
    IntegrableOn (thermalFlux m β fun p => w (hopUp m D p)) (Ioi (√(2 * m * D))) ∧
    upwardFlux m β D w = Real.exp (-β * D) * downwardFlux m β w := by
  have hdown := integrableOn_thermalFlux hm hβ hw hb
  have hder : ∀ q ∈ Ioi (0 : ℝ),
      HasDerivWithinAt (hopDown m D) ((fun q => q / hopDown m D q) q) (Ioi 0) q :=
    fun q hq => (hasDerivAt_hopDown hm hD hq).hasDerivWithinAt
  have hinj : InjOn (hopDown m D) (Ioi 0) := by
    intro a ha b hb' h
    have h' := congrArg (hopUp m D) h
    rwa [hopUp_hopDown hm hD (mem_Ioi.1 ha).le, hopUp_hopDown hm hD (mem_Ioi.1 hb').le] at h'
  have key : ∀ q ∈ Ioi (0 : ℝ), |q / hopDown m D q| •
      thermalFlux m β (fun p => w (hopUp m D p)) (hopDown m D q)
        = Real.exp (-β * D) * thermalFlux m β w q := by
    intro q hq
    have h0 : 0 ≤ q / hopDown m D q := div_nonneg (mem_Ioi.1 hq).le (Real.sqrt_nonneg _)
    rw [abs_of_nonneg h0, smul_eq_mul]
    exact thermalFlux_hopDown hm hD hq
  -- substitute the momentum after the downward hop in the upward integral
  refine ⟨hdown, ?_, ?_⟩
  · rw [← image_hopDown hm hD,
      integrableOn_image_iff_integrableOn_abs_deriv_smul measurableSet_Ioi hder hinj]
    exact (integrableOn_congr_fun (fun q hq => key q hq) measurableSet_Ioi).2
      (Integrable.const_mul hdown _)
  · unfold upwardFlux downwardFlux
    rw [← image_hopDown hm hD,
      integral_image_eq_integral_abs_deriv_smul measurableSet_Ioi hder hinj]
    exact (setIntegral_congr_fun measurableSet_Ioi fun q hq => key q hq).trans
      (integral_const_mul _ _)
```

## A nonzero downward flux

Let N₁ and N₂ be the lower and upper populations. If some downward hopping flux exists, equal fluxes mean

N₁ exp(−βD) · downward = N₂ · downward

Dividing by the downward flux gives N₂ = N₁ exp(−βD); `mul_right_cancel₀` does this in the proof. With w = 0, every pair of populations balances. The theorem identifies the balanced populations in this model; it does not show that a simulation reaches them.

```lean
/-- Under the hypotheses of `detailed_balance` and with a nonzero downward flux, populations `N₁`
(lower surface) and `N₂` (upper surface) have equal hopping fluxes up and down exactly when
`N₂ = N₁ exp(-βD)`. -/
theorem balanced_iff_boltzmann (hm : 0 < m) (hβ : 0 < β) (hD : 0 ≤ D)
    (hw : AEStronglyMeasurable w (volume.restrict (Ioi 0))) (hb : ∀ q, 0 < q → |w q| ≤ C)
    (hne : downwardFlux m β w ≠ 0) (N₁ N₂ : ℝ) :
    N₁ * upwardFlux m β D w = N₂ * downwardFlux m β w ↔ N₂ = N₁ * Real.exp (-β * D) := by
  rw [(detailed_balance hm hβ hD hw hb).2.2]
  constructor
  · intro h
    exact mul_right_cancel₀ hne (by linear_combination -h)
  · intro h
    rw [h]
    ring
```

When every allowed hop is made, w = 1 and the flux density has the primitive −(m/β) exp(−βp²/(2m)). It rises from −m/β at p = 0 to 0 at infinity, so the downward flux is m/β and the upward flux is (m/β) exp(−βD). The last proof takes the same limits.

```lean
/-- If every energetically allowed hop is made (`w = 1`), the upward flux for `m, β > 0` and
`D ≥ 0` is `(m/β) exp(-βD)`. -/
theorem upwardFlux_one (hm : 0 < m) (hβ : 0 < β) (hD : 0 ≤ D) :
    upwardFlux m β D (fun _ => 1) = m / β * Real.exp (-β * D) := by
  have hb : ∀ q : ℝ, 0 < q → |(fun _ : ℝ => (1 : ℝ)) q| ≤ 1 := fun q _ => by simp
  have hbal := detailed_balance hm hβ hD aestronglyMeasurable_const hb
  have hx : ∀ p : ℝ, -(β / (2 * m)) * p ^ 2 = -β * p ^ 2 / (2 * m) := fun p => by ring
  have hneg : -(β / (2 * m)) < 0 := neg_lt_zero.2 (by positivity)
  have ht : Tendsto (fun p : ℝ => -β * p ^ 2 / (2 * m)) atTop atBot :=
    ((tendsto_pow_atTop (α := ℝ) two_ne_zero).const_mul_atTop_of_neg hneg).congr hx
  -- the flux density has the primitive -(m/β) exp(-βp²/(2m))
  have hder : ∀ p ∈ Ici (0 : ℝ), HasDerivAt
      (fun x : ℝ => -(m / β) * Real.exp (-β * x ^ 2 / (2 * m)))
      (thermalFlux m β (fun _ => 1) p) p := by
    intro p _
    have h1 : HasDerivAt (fun x : ℝ => -β * x ^ 2 / (2 * m)) (-β * (2 * p) / (2 * m)) p :=
      (((hasDerivAt_pow 2 p).const_mul (-β)).div_const (2 * m)).congr_deriv (by norm_num)
    have hc : m / β * (β * (2 * p) / (2 * m)) = p := by field_simp
    refine (h1.exp.const_mul (-(m / β))).congr_deriv ?_
    simp only [thermalFlux]
    linear_combination Real.exp (-β * p ^ 2 / (2 * m)) * hc
  have hint := integral_Ioi_of_hasDerivAt_of_tendsto' hder hbal.1
    ((Real.tendsto_exp_atBot.comp ht).const_mul (-(m / β)))
  have hdown : downwardFlux m β (fun _ => 1) = m / β := by
    unfold downwardFlux
    rw [hint]
    simp
  rw [hbal.2.2, hdown, mul_comm]

end

end SurfaceHopping
```

```lean
#print axioms SurfaceHopping.hopUp_energy
#print axioms SurfaceHopping.detailed_balance
#print axioms SurfaceHopping.balanced_iff_boltzmann
#print axioms SurfaceHopping.upwardFlux_one
```

```
'SurfaceHopping.hopUp_energy' depends on axioms: [propext, Classical.choice, Quot.sound]
'SurfaceHopping.detailed_balance' depends on axioms: [propext, Classical.choice, Quot.sound]
'SurfaceHopping.balanced_iff_boltzmann' depends on axioms: [propext, Classical.choice, Quot.sound]
'SurfaceHopping.upwardFlux_one' depends on axioms: [propext, Classical.choice, Quot.sound]
```
